# Berry curvature of the lower band of a two-band Hamiltonian as half the solid-angle density

**Q.** A formal statement about Berry curvature has to decide what the curvature is made from. I define it through a normalised eigenvector $\psi(k)$ depending on a parameter $k$, with the connection $A_w = i\langle\psi|\partial_w\psi\rangle$ along a direction $w$ and the curl $\partial_u A_v - \partial_v A_u$ for two directions $u, v$. An eigenvector carries an arbitrary phase. Which one is used?

**A.** None. The curvature is defined from the projector $P(k)$ onto the band, as
$$\Omega_{uv} = i\,\mathrm{Tr}\big(P\,[\partial_u P, \partial_v P]\big),$$
so no phase has to be chosen. On paper, inserting $P = |\psi\rangle\langle\psi|$ for a smooth $\psi$ gives $i(\langle\partial_u\psi|\partial_v\psi\rangle - \langle\partial_v\psi|\partial_u\psi\rangle)$, your curl with your sign of $A$; that identification is the reason for the definition and is not itself one of the theorems. The model is $H = h_0 + d\cdot\sigma$, with a real number $h_0$, a real three-vector $d$ and the Pauli matrices $\sigma$.

```lean
import Mathlib

open Matrix Complex

namespace TwoBandCurvature

noncomputable section
```

**Q.** How do the vectors and matrices look in Lean?

**A.** A vector is a function `Fin 3 → ℝ` with components $a_0, a_1, a_2$ for $x, y, z$. The Pauli matrices carry the same labels, so $\sigma_0, \sigma_1, \sigma_2$ are $\sigma_x, \sigma_y, \sigma_z$, and $\sigma_0$ is not the identity. `sigmaDot a` is $a\cdot\sigma = \sum_c a_c\sigma_c$.

```lean
/-- The three Pauli matrices. -/
def pauli : Fin 3 → Matrix (Fin 2) (Fin 2) ℂ :=
  ![!![0, 1; 1, 0], !![0, -I; I, 0], !![1, 0; 0, -1]]

/-- The matrix `a · σ` for a real 3-vector `a`. -/
def sigmaDot (a : Fin 3 → ℝ) : Matrix (Fin 2) (Fin 2) ℂ := ∑ c, (a c : ℂ) • pauli c
```

The length is $|d| = \sqrt{d\cdot d}$ and the direction is $n = d/|d|$.

```lean
/-- Euclidean length `|d|`. -/
def len (d : Fin 3 → ℝ) : ℝ := Real.sqrt (d ⬝ᵥ d)

/-- The direction `n = d / |d|`. -/
def dir (d : Fin 3 → ℝ) : Fin 3 → ℝ := (len d)⁻¹ • d
```

**Q.** Why define a length? Lean already has a norm.

**A.** The norm that Mathlib puts on `Fin 3 → ℝ` is the maximum norm $\max_c |d_c|$, and writing it for $|d|$ is a slip that type-checks without complaint. For $d = (1,1,0)$ it equals $1$, so dividing by it gives $n\cdot n = 2$, and $(1 - n\cdot\sigma)/2$ is then not a projector. `len` fixes the Euclidean length explicitly. Next come $H$, the candidate projector $P(n) = (1 - n\cdot\sigma)/2$ for an arbitrary vector $n$, and the massive Dirac vector $d(k) = (k_x, k_y, m)$ with mass $m$, where `k.1` and `k.2` are $k_x$ and $k_y$.

```lean
/-- The two-band Hamiltonian `h0 + d · σ`. -/
def ham (h0 : ℝ) (d : Fin 3 → ℝ) : Matrix (Fin 2) (Fin 2) ℂ := (h0 : ℂ) • 1 + sigmaDot d

/-- The matrix `(1 - n · σ) / 2`. -/
def lowerProj (n : Fin 3 → ℝ) : Matrix (Fin 2) (Fin 2) ℂ := (1 / 2 : ℂ) • (1 - sigmaDot n)

/-- The massive Dirac vector `d(k) = (k_x, k_y, m)`. -/
def dirac (m : ℝ) (k : ℝ × ℝ) : Fin 3 → ℝ := ![k.1, k.2, m]
```

**Q.** What is the parameter space, and what does $\partial_u$ mean on it?

**A.** It is any real vector space `E`, with no norm or topology required. `lineDeriv ℝ f k u` is the derivative of $t \mapsto f(k + tu)$ at $t = 0$. `dmat` applies this to each entry of a $2\times 2$ matrix field, and `curvature P k u v` is $\Omega_{uv}$ at $k$, with the commutator written out. It is defined as a complex number for any matrix field, so its reality has to come out of the theorems.

```lean
variable {E : Type*} [AddCommGroup E] [Module ℝ E]

/-- Entrywise derivative of a matrix field at `k` along the direction `u`. -/
def dmat (M : E → Matrix (Fin 2) (Fin 2) ℂ) (k u : E) : Matrix (Fin 2) (Fin 2) ℂ :=
  Matrix.of fun i j => lineDeriv ℝ (fun q => M q i j) k u

/-- The Berry curvature `i Tr (P [∂_u P, ∂_v P])` of a matrix field `P` at `k`. -/
def curvature (P : E → Matrix (Fin 2) (Fin 2) ℂ) (k u v : E) : ℂ :=
  I * trace (P k * (dmat P k u * dmat P k v - dmat P k v * dmat P k u))
```

**Q.** The name `lowerProj` proves nothing. Show me that $P(n)$ belongs to the energy $h_0 - |d|$.

**A.** Start from the entries
$$a\cdot\sigma = \begin{pmatrix} a_2 & a_0 - i a_1\\ a_0 + i a_1 & -a_2\end{pmatrix},$$
a Hermitian matrix of trace zero.

```lean
/-- The entries of `a · σ`. -/
theorem sigmaDot_eq (a : Fin 3 → ℝ) :
    sigmaDot a = !![(a 2 : ℂ), a 0 - I * a 1; a 0 + I * a 1, -(a 2 : ℂ)] := by
  ext i j
  fin_cases i <;> fin_cases j <;> simp [sigmaDot, pauli, Fin.sum_univ_three] <;> ring
```

Multiplying two such matrices, for real vectors $a$ and $b$, gives $(a\cdot\sigma)(b\cdot\sigma) = a\cdot b + i\,(a\times b)\cdot\sigma$. The proof takes the four entries with `fin_cases`, splits each into real and imaginary parts with `Complex.ext`, and closes the polynomial identities with `ring`.

```lean
/-- Pauli product rule: `(a · σ)(b · σ) = a · b + i (a × b) · σ`. -/
theorem sigmaDot_mul (a b : Fin 3 → ℝ) :
    sigmaDot a * sigmaDot b = ((a ⬝ᵥ b : ℝ) : ℂ) • 1 + I • sigmaDot (a ⨯₃ b) := by
  ext i j
  simp only [Matrix.mul_apply, Fin.sum_univ_two, Matrix.add_apply, Matrix.smul_apply]
  fin_cases i <;> fin_cases j <;> apply Complex.ext <;>
    simp [sigmaDot_eq, cross_apply, dotProduct, Fin.sum_univ_three] <;> ring
```

For $d \neq 0$ we need $|d| > 0$ and $|d|^2 = d\cdot d$.

```lean
/-- A nonzero vector has positive length, whose square is `d · d`. -/
theorem len_pos {d : Fin 3 → ℝ} (hd : d ≠ 0) : 0 < len d ∧ len d * len d = d ⬝ᵥ d := by
  have h0 : 0 ≤ d ⬝ᵥ d := Finset.sum_nonneg fun _ _ => mul_self_nonneg _
  exact ⟨Real.sqrt_pos.2 (lt_of_le_of_ne h0 fun h => hd (dotProduct_self_eq_zero.1 h.symm)),
    Real.mul_self_sqrt h0⟩
```

With $n = d/|d|$ this gives $n\cdot n = 1$, and since $n\times n = 0$ the product rule gives $(n\cdot\sigma)^2 = 1$. Then
$$P^2 = \tfrac14\big(1 - 2\,n\cdot\sigma + (n\cdot\sigma)^2\big) = \tfrac12(1 - n\cdot\sigma) = P .$$
Hermiticity and $\mathrm{Tr}\,P = 1$ follow from the entries. Because $1 - P = (1 + n\cdot\sigma)/2$ and $d\cdot\sigma = |d|\,n\cdot\sigma$, we have $2|d|(1 - P) = |d| + d\cdot\sigma$, hence
$$H = (h_0 - |d|) + 2|d|\,(1 - P).$$
For a spinor $\psi \in \mathbb{C}^2$ this yields $H\psi - (h_0 - |d|)\psi = 2|d|(\psi - P\psi)$, which vanishes exactly when $P\psi = \psi$, as $2|d| \neq 0$. In the proof these steps are `hn`, `hS`, `hd'`, `hH` and `hne`.

```lean
/-- For `d ≠ 0` and `n = d/|d|`, `P = (1 - n · σ)/2` is Hermitian, idempotent, of trace one,
and fixes exactly the spinors `ψ` with `(h0 + d · σ) ψ = (h0 - |d|) ψ`. -/
theorem eigenprojector (h0 : ℝ) {d : Fin 3 → ℝ} (hd : d ≠ 0) :
    (lowerProj (dir d)).IsHermitian ∧
    lowerProj (dir d) * lowerProj (dir d) = lowerProj (dir d) ∧
    trace (lowerProj (dir d)) = 1 ∧
    ∀ ψ : Fin 2 → ℂ, ham h0 d *ᵥ ψ = ((h0 - len d : ℝ) : ℂ) • ψ ↔ lowerProj (dir d) *ᵥ ψ = ψ := by
  obtain ⟨hr, hsq⟩ := len_pos hd
  have hr' := hr.ne'
  have hn : dir d ⬝ᵥ dir d = 1 := by
    simp only [dir, smul_dotProduct, dotProduct_smul, smul_eq_mul]
    rw [← hsq]
    field_simp
  have hS : sigmaDot (dir d) * sigmaDot (dir d) = 1 := by
    rw [sigmaDot_mul, hn, cross_self]
    simp [sigmaDot]
  have hd' : sigmaDot d = (len d : ℂ) • sigmaDot (dir d) := by
    simp only [sigmaDot, Finset.smul_sum, smul_smul]
    refine Finset.sum_congr rfl fun c _ => ?_
    have hc : d c = len d * dir d c := by
      simp only [dir, Pi.smul_apply, smul_eq_mul]
      field_simp
    rw [← Complex.ofReal_mul, ← hc]
  -- H = (h0 - |d|) + 2 |d| (1 - P)
  have hH : ham h0 d
      = ((h0 - len d : ℝ) : ℂ) • 1 + (2 * (len d : ℂ)) • (1 - lowerProj (dir d)) := by
    rw [ham, hd', lowerProj]
    push_cast
    module
  refine ⟨?_, ?_, ?_, fun ψ => ?_⟩
  · unfold Matrix.IsHermitian
    ext i j
    fin_cases i <;> fin_cases j <;> apply Complex.ext <;>
      simp [lowerProj, sigmaDot_eq, Matrix.conjTranspose_apply]
  · simp only [lowerProj, Matrix.smul_mul, Matrix.mul_smul, Matrix.sub_mul, Matrix.mul_sub,
      Matrix.one_mul, Matrix.mul_one, hS]
    module
  · simp [trace_fin_two, lowerProj, sigmaDot_eq]
  · rw [hH]
    simp only [Matrix.add_mulVec, Matrix.smul_mulVec, Matrix.sub_mulVec, Matrix.one_mulVec]
    have hne : (2 * (len d : ℂ)) ≠ 0 := mul_ne_zero two_ne_zero (Complex.ofReal_ne_zero.2 hr')
    constructor
    · intro h
      have h1 := add_left_cancel (h.trans (add_zero _).symm)
      exact (sub_eq_zero.1 ((smul_eq_zero.1 h1).resolve_left hne)).symm
    · intro h
      rw [h, sub_self, smul_zero, add_zero]
```

**Q.** Read me the statement. It never says "ground state", and $h_0$ does not depend on $k$.

**A.** It says that for every real $h_0$ and every $d \neq 0$, $P(d/|d|)$ is Hermitian, idempotent and of trace one, and that for every spinor $\psi$, normalised or not, $H\psi = (h_0 - |d|)\psi$ holds if and only if $P\psi = \psi$. So $P$ is the orthogonal projector onto that eigenspace, and the trace of a projector counts the dimension of its range. The second level $h_0 + |d|$ does not appear in the statement; one reads it off `hH` on spinors with $P\psi = 0$, and it lies higher by $2|d|$. The theorem concerns one matrix, so for fields you apply it at each $k$ with $h_0(k)$ and $d(k)$. Since $P$ does not contain $h_0$, the curvature theorems do not mention it. At $d = 0$ Lean's inverse of zero is zero, so `dir` returns the zero vector and $P = 1/2$, which is no projector; the hypothesis `hd` excludes this band touching.

**Q.** Now the curvature. I expect to need $n\cdot\partial n = 0$ for a unit vector.

**A.** It is not needed. $P$ is affine in $n$, so $\partial_w P = -\tfrac12(\partial_w n)\cdot\sigma$ for any vector field $n$ differentiable along $w$. The proof restricts to the line $k + tw$, differentiates the sum $\sum_c n_c(\sigma_c)_{ij}$ term by term in `hs`, and then subtracts from the constant and halves in `h2`.

```lean
/-- For a vector field `n` differentiable along `w`, the derivative of `(1 - n · σ)/2` is
`-(∂_w n · σ)/2`. -/
theorem dmat_lowerProj {n : E → Fin 3 → ℝ} {k w : E} (h : LineDifferentiableAt ℝ n k w) :
    dmat (fun q => lowerProj (n q)) k w = (-1 / 2 : ℂ) • sigmaDot (lineDeriv ℝ n k w) := by
  ext i j
  have hn : HasDerivAt (fun t : ℝ => n (k + t • w)) (lineDeriv ℝ n k w) 0 := h.hasLineDerivAt
  have hs := HasDerivAt.fun_sum (u := Finset.univ) fun c _ =>
    ((hasDerivAt_pi.1 hn c).ofReal_comp).mul_const (pauli c i j)
  have h2 := (hs.const_sub ((1 : Matrix (Fin 2) (Fin 2) ℂ) i j)).const_mul (1 / 2 : ℂ)
  have h3 : HasLineDerivAt ℝ (fun q => lowerProj (n q) i j)
      (((-1 / 2 : ℂ) • sigmaDot (lineDeriv ℝ n k w)) i j) k w := by
    unfold HasLineDerivAt
    simp only [lowerProj, sigmaDot, Matrix.smul_apply, Matrix.sub_apply, Matrix.sum_apply,
      smul_eq_mul]
    exact h2.congr_deriv (by ring)
  exact h3.lineDeriv
```

Put $a = \partial_u n$ and $b = \partial_v n$. The product rule gives $[a\cdot\sigma, b\cdot\sigma] = 2i\,(a\times b)\cdot\sigma$, so $[\partial_u P, \partial_v P] = \tfrac{i}{2}(a\times b)\cdot\sigma$. For any vector $s$ we have $\mathrm{Tr}(s\cdot\sigma) = 0$ and $\mathrm{Tr}[(n\cdot\sigma)(s\cdot\sigma)] = 2\,n\cdot s$. With $s = a\times b$,
$$\Omega_{uv} = i\cdot\tfrac{i}{4}\,\mathrm{Tr}\big[(1 - n\cdot\sigma)(s\cdot\sigma)\big] = i\cdot\tfrac{i}{4}\cdot(-2\,n\cdot s) = \tfrac12\, n\cdot(\partial_u n\times\partial_v n).$$
The Lean proof does not go through `sigmaDot_mul` here. It substitutes the two derivatives, expands the $2\times 2$ trace into entries, and checks real and imaginary parts with `ring`. The right-hand side is a real number cast to $\mathbb{C}$, so the curvature is real.

```lean
/-- For a vector field `n` differentiable along `u` and `v`, the curvature of `(1 - n · σ)/2`
is `(1/2) n · (∂_u n × ∂_v n)`. -/
theorem curvature_lowerProj {n : E → Fin 3 → ℝ} {k u v : E}
    (hu : LineDifferentiableAt ℝ n k u) (hv : LineDifferentiableAt ℝ n k v) :
    curvature (fun q => lowerProj (n q)) k u v
      = ((1 / 2 * (n k ⬝ᵥ (lineDeriv ℝ n k u ⨯₃ lineDeriv ℝ n k v)) : ℝ) : ℂ) := by
  unfold curvature
  rw [dmat_lowerProj hu, dmat_lowerProj hv]
  simp only [trace_fin_two, Matrix.mul_apply, Fin.sum_univ_two, lowerProj, Matrix.sub_apply,
    Matrix.smul_apply]
  apply Complex.ext <;>
    simp [sigmaDot_eq, cross_apply, dotProduct, Fin.sum_univ_three] <;> ring
```

**Q.** That lemma allows $n$ of any length, where $P$ is not a projector. Is the physical case really reached?

**A.** It is reached by putting $n = d/|d|$, which must first be shown differentiable. Along a curve $d(t)$ with velocity $a$ and $d \neq 0$ at the point in question,
$$\frac{\mathrm{d}}{\mathrm{d}t}(d\cdot d) = 2\,d\cdot a,\qquad \frac{\mathrm{d}|d|}{\mathrm{d}t} = \frac{d\cdot a}{|d|},\qquad \frac{\mathrm{d}}{\mathrm{d}t}\frac{1}{|d|} = -\frac{d\cdot a}{|d|^3},$$
which are `h1`, `h2` and `h3`, the last two before cancellation. The product rule for $|d|^{-1}d$ then gives the velocity $a/|d| - (d\cdot a)\,d/|d|^3$.

```lean
/-- Along a curve `d` with velocity `a` and `d ≠ 0`, the direction `d/|d|` has velocity
`a/|d| - (d · a) d/|d|³`. -/
theorem hasDerivAt_dir {d : ℝ → Fin 3 → ℝ} {a : Fin 3 → ℝ} {t : ℝ} (hd : HasDerivAt d a t)
    (h0 : d t ≠ 0) :
    HasDerivAt (fun s => dir (d s))
      ((len (d t))⁻¹ • a - ((d t ⬝ᵥ a) / len (d t) ^ 3) • d t) t := by
  obtain ⟨hr, hsq⟩ := len_pos h0
  have hr' := hr.ne'
  have hc := hasDerivAt_pi.1 hd
  have h1 : HasDerivAt (fun s => d s ⬝ᵥ d s) (2 * (d t ⬝ᵥ a)) t := by
    have hs := HasDerivAt.fun_sum (u := Finset.univ) fun c _ => (hc c).fun_mul (hc c)
    refine HasDerivAt.congr_deriv hs ?_
    simp only [dotProduct, Fin.sum_univ_three]
    ring
  have h2 : HasDerivAt (fun s => len (d s)) (2 * (d t ⬝ᵥ a) / (2 * len (d t))) t :=
    h1.sqrt (by rw [← hsq]; exact mul_ne_zero hr' hr')
  have h3 : HasDerivAt (fun s => (len (d s))⁻¹)
      (-(2 * (d t ⬝ᵥ a) / (2 * len (d t))) / len (d t) ^ 2) t := h2.inv hr'
  refine (h3.smul hd).congr_deriv ?_
  ext c
  simp only [Pi.add_apply, Pi.smul_apply, Pi.sub_apply, smul_eq_mul]
  field_simp
  ring
```

Now let $a = \partial_u d$, $b = \partial_v d$ and $r = |d|$. Then $\partial_u n = a/r - \alpha d$ and $\partial_v n = b/r - \beta d$, with $\alpha = d\cdot a/r^3$ and $\beta = d\cdot b/r^3$. Expanding $(d/r)\cdot\big((a/r - \alpha d)\times(b/r - \beta d)\big)$, every term with $\alpha$ or $\beta$ contains $d$ at least twice and vanishes, leaving $d\cdot(a\times b)/r^3$. Therefore
$$\Omega_{uv} = \tfrac12\,n\cdot(\partial_u n\times\partial_v n) = \frac{d\cdot(\partial_u d\times\partial_v d)}{2|d|^3}.$$
In the proof `key` applies the curve lemma to $t\mapsto d(k + tw)$, and `triple` is the expansion, for arbitrary $\alpha$ and $\beta$.

```lean
/-- For `d(k) ≠ 0` with `d` differentiable along `u` and `v`, `n = d/|d|`, `P = (1 - n · σ)/2`:
`i Tr (P [∂_u P, ∂_v P]) = (1/2) n · (∂_u n × ∂_v n) = d · (∂_u d × ∂_v d) / (2 |d|³)`. -/
theorem curvature_solid_angle {d : E → Fin 3 → ℝ} {k u v : E} (hk : d k ≠ 0)
    (hu : LineDifferentiableAt ℝ d k u) (hv : LineDifferentiableAt ℝ d k v) :
    curvature (fun q => lowerProj (dir (d q))) k u v
      = ((1 / 2 * (dir (d k) ⬝ᵥ (lineDeriv ℝ (fun q => dir (d q)) k u ⨯₃
          lineDeriv ℝ (fun q => dir (d q)) k v)) : ℝ) : ℂ) ∧
    1 / 2 * (dir (d k) ⬝ᵥ (lineDeriv ℝ (fun q => dir (d q)) k u ⨯₃
          lineDeriv ℝ (fun q => dir (d q)) k v))
      = d k ⬝ᵥ (lineDeriv ℝ d k u ⨯₃ lineDeriv ℝ d k v) / (2 * len (d k) ^ 3) := by
  have key : ∀ w, LineDifferentiableAt ℝ d k w → HasLineDerivAt ℝ (fun q => dir (d q))
      ((len (d k))⁻¹ • lineDeriv ℝ d k w
        - ((d k ⬝ᵥ lineDeriv ℝ d k w) / len (d k) ^ 3) • d k) k w := by
    intro w hw
    have h := hasDerivAt_dir (d := fun t : ℝ => d (k + t • w)) (t := 0) hw.hasLineDerivAt
      (by simpa using hk)
    simp only [zero_smul, add_zero] at h
    exact h
  -- components along d drop out of the triple product
  have triple : ∀ (r α β : ℝ) (x a b : Fin 3 → ℝ),
      1 / 2 * ((r⁻¹ • x) ⬝ᵥ ((r⁻¹ • a - α • x) ⨯₃ (r⁻¹ • b - β • x)))
        = x ⬝ᵥ (a ⨯₃ b) / (2 * r ^ 3) := by
    intro r α β x a b
    simp [cross_apply, dotProduct, Fin.sum_univ_three] <;> ring
  refine ⟨curvature_lowerProj (key u hu).lineDifferentiableAt
    (key v hv).lineDifferentiableAt, ?_⟩
  rw [(key u hu).lineDeriv, (key v hv).lineDeriv]
  exact triple _ _ _ _ _ _
```

**Q.** The hypotheses look thin. You assume $d \neq 0$ only at $k$, and differentiability only along two lines.

**A.** The definition only sees $P$ at $k$ and on short stretches of the lines through $k$ along $u$ and $v$. On those lines $d$ is continuous at $k$, so it stays nonzero nearby. The directions are arbitrary vectors, neither normalised nor independent; for $u = v$ both sides are zero. If you prefer the usual setting, take $E = \mathbb{R}^2$, $d$ differentiable at $k$, $u = (1,0)$ and $v = (0,1)$. Differentiability implies differentiability along every line, and the two equalities are chained. The order $(x, y)$ fixes the orientation and with it the sign.

```lean
/-- For `d` on the plane, differentiable and nonzero at `k`, the curvature of
`(1 - (d/|d|) · σ)/2` along the two axes is `d · (∂_x d × ∂_y d) / (2 |d|³)`. -/
theorem curvature_plane {d : ℝ × ℝ → Fin 3 → ℝ} {k : ℝ × ℝ} (hd : DifferentiableAt ℝ d k)
    (hk : d k ≠ 0) :
    curvature (fun q => lowerProj (dir (d q))) k (1, 0) (0, 1)
      = ((d k ⬝ᵥ (lineDeriv ℝ d k (1, 0) ⨯₃ lineDeriv ℝ d k (0, 1))
          / (2 * len (d k) ^ 3) : ℝ) : ℂ) := by
  obtain ⟨h1, h2⟩ := curvature_solid_angle (u := (1, 0)) (v := (0, 1)) hk
    hd.lineDifferentiableAt hd.lineDifferentiableAt
  rw [h1, h2]
```

**Q.** Give me a case where I know the answer, and tell me where the solid angle is.

**A.** For $d = (k_x, k_y, m)$ with $m \neq 0$, $d$ is nonzero at every $k$. Its derivatives are $(1,0,0)$ and $(0,1,0)$, their cross product is $(0,0,1)$, and the triple product is $m$, so
$$\Omega_{xy} = \frac{m}{2\,(k_x^2 + k_y^2 + m^2)^{3/2}},$$
with the power written in Lean as the cube of a square root. The proof uses `curvature_solid_angle` directly: `hk` is the nonvanishing, `hL` the derivative $(w_x, w_y, 0)$ along any $w = (w_x, w_y)$, and `hl` the length.

As for the solid angle, geometry reads $n\cdot(\partial_u n\times\partial_v n)$ for unit $n$ as the oriented area swept on the unit sphere per unit parameter area. The theorems are local: they give the density at a point and contain no integral, no phase around a loop, no periodic Brillouin zone and no Chern number. For non-interacting electrons in a two-dimensional model with exactly two bands, with $k$ the crystal momentum and the two basis states treated as independent of $k$, the integral of $\Omega_{xy}/2\pi$ over the Brillouin zone is the lower band's Chern number, provided $d \neq 0$ on the whole zone and not only at one point. Weighted by the occupation of each state, $\Omega_{xy}$ is, up to a constant factor, the integrand of the band's intrinsic contribution to the Hall conductivity.

```lean
/-- For `d = (k_x, k_y, m)` with `m ≠ 0` the curvature of `(1 - (d/|d|) · σ)/2` along the two
axes is `m / (2 (k_x² + k_y² + m²)^{3/2})`. -/
theorem curvature_dirac {m : ℝ} (hm : m ≠ 0) (k : ℝ × ℝ) :
    curvature (fun q => lowerProj (dir (dirac m q))) k (1, 0) (0, 1)
      = ((m / (2 * Real.sqrt (k.1 ^ 2 + k.2 ^ 2 + m ^ 2) ^ 3) : ℝ) : ℂ) := by
  have hk : dirac m k ≠ 0 := fun h => hm (by simpa [dirac] using congrFun h 2)
  have hL : ∀ w : ℝ × ℝ, HasLineDerivAt ℝ (dirac m) ![w.1, w.2, 0] k w := by
    intro w
    have e : (fun t : ℝ => dirac m (k + t • w))
        = fun t : ℝ => dirac m k + t • ![w.1, w.2, 0] := by
      funext t c
      fin_cases c <;> simp [dirac]
    unfold HasLineDerivAt
    rw [e]
    exact (((hasDerivAt_id (0 : ℝ)).smul_const ![w.1, w.2, 0]).const_add
      (dirac m k)).congr_deriv (one_smul _ _)
  have hl : len (dirac m k) = Real.sqrt (k.1 ^ 2 + k.2 ^ 2 + m ^ 2) := by
    unfold len
    congr 1
    simp [dirac, dotProduct, Fin.sum_univ_three] <;> ring
  obtain ⟨h1, h2⟩ := curvature_solid_angle hk
    (hL (1, 0)).lineDifferentiableAt (hL (0, 1)).lineDifferentiableAt
  rw [h1, h2, (hL (1, 0)).lineDeriv, (hL (0, 1)).lineDeriv, hl]
  congr 2
  simp [dirac, cross_apply, dotProduct, Fin.sum_univ_three]

end

end TwoBandCurvature
```

```lean
#print axioms TwoBandCurvature.eigenprojector
-- 'TwoBandCurvature.eigenprojector' depends on axioms: [propext, Classical.choice, Quot.sound]
#print axioms TwoBandCurvature.curvature_solid_angle
-- 'TwoBandCurvature.curvature_solid_angle' depends on axioms: [propext, Classical.choice, Quot.sound]
#print axioms TwoBandCurvature.curvature_plane
-- 'TwoBandCurvature.curvature_plane' depends on axioms: [propext, Classical.choice, Quot.sound]
#print axioms TwoBandCurvature.curvature_dirac
-- 'TwoBandCurvature.curvature_dirac' depends on axioms: [propext, Classical.choice, Quot.sound]
```
